# Dark-soliton dispersion: monotone momentum, maximum at $\pi$, and energy below the Bogoliubov curve at nonzero momentum

## Which momentum a dark soliton carries

The momentum of a dark soliton is fixed only after a convention is chosen, because the phase of the condensate changes across the density notch. On a ring this change must be compensated by a weak counterflow of the background, and the compensation is defined only up to a whole number of windings of the phase. The convention used here includes the counterflow and picks the winding so that the momentum is continuous in the soliton velocity $v$, also through the soliton at rest, and vanishes when $v$ reaches the sound speed in the positive direction. With the sound speed set to one, $v\in[-1,1]$, and with $s(v)=\sqrt{1-v^2}$,

$$E(v)=\tfrac43\,s^3,\qquad p(v)=2\arccos v-2vs,\qquad \arccos v\in[0,\pi].$$

The notch removes $2s\,\hbar n/(mc)$ particles (with $n$, $c$, $m$ as in the next sentence) and moves at velocity $vc$, which in units of $\hbar n$ gives the local term $-2vs$; the term $2\arccos v$ is the counterflow. These are the expressions for the one-dimensional Gross–Pitaevskii field with background density $n$, sound speed $c$ and particle mass $m$, with momentum measured in $\hbar n$ and energy in $\hbar n c$. The energy is counted above the uniform background as $H-\mu N$, with $H$ the field energy, $N$ the particle number and $\mu$ the chemical potential; in a long box this is the excitation energy at fixed particle number. In the Lean file they are definitions: the field equation, the units and the numerical remarks below are background in ordinary physics, and the kernel-checked content begins with the formulas for $E$, $p$ and $B$.

The comparison curve is the Bogoliubov energy at momentum $q$,

$$B(q)=\sqrt{q^2+q^4/4}.$$

The term $q^2$ is sound and $q^4/4$ is the squared free-particle energy $q^2/2$. Writing it with the coefficient $1/4$ in the same units as $E$ and $p$ amounts to setting $\hbar n=mc$. Another ratio would multiply $q^4/4$ by $(\hbar n/mc)^2$; weak coupling corresponds to $\hbar n\gg mc$, so the coefficient $1/4$ is a convenient normalisation and not the weak-coupling value. The argument below uses only that this term is positive.

In the repulsive one-dimensional Bose gas, and only at the level of this classical mean-field model in an infinite uniform background, $B$ and the soliton curve are the weak-coupling pictures of the particle-like and hole-like excitation branches of the integrable gas. The Bethe-ansatz spectrum itself does not enter.

## What is claimed about the branch

As functions of velocity:

1. $p$ is strictly decreasing on $[-1,1]$ and maps it bijectively onto $[0,2\pi]$.
2. For $|v|<1$, $p'(v)<0$ and $E'(v)=v\,p'(v)$.
3. $p(0)=\pi$, and $E(v)<E(0)$ for every other $v\in[-1,1]$.
4. For $-1\le v<1$, $E(v)<p(v)<B(p(v))$.

By the first item $p$ has an inverse $v(q)$ on $[0,2\pi]$, and the dispersion is $\varepsilon(q)=E(v(q))$. Then $d\varepsilon/dq=v$ at $q=p(v)$ for $|v|<1$, the value $\varepsilon(\pi)=4/3$ is the strict maximum on $[0,2\pi]$, and $\varepsilon(q)<q<B(q)$ for $0<q\le2\pi$.

## Two derivatives decide everything

For $|v|<1$ we have $s>0$ and $s'=-v/s$. With $(\arccos v)'=-1/s$,

$$p'=-\frac2s-2s+\frac{2v^2}{s}=-\frac{2(1-v^2)}{s}-2s=-4s,\qquad E'=4s^2\cdot\left(-\frac vs\right)=-4vs=v\,p'.$$

Since $p$ is continuous on $[-1,1]$ and $p'<0$ inside, the mean value theorem makes $p$ strictly decreasing on the closed interval. At the ends $s=0$, so $p(1)=2\arccos 1=0$ and $p(-1)=2\arccos(-1)=2\pi$. Monotonicity keeps all values between these two, and the intermediate value theorem shows that each of them is taken.

At $v=0$, $p=2\cdot\pi/2=\pi$ and $E=4/3$. For $v\ne0$, $s^2=1-v^2<1$, hence $s^3<1$ and $E<4/3$.

For the comparison with sound consider $p-E$:

$$(p-E)'=-4s+4vs=-4s(1-v)<0\quad(|v|<1).$$

So $p-E$ is strictly decreasing on $[-1,1]$, and it vanishes at $v=1$. Therefore $p(v)-E(v)>0$ for $v<1$. Because $E\ge0$, this also gives $p>0$, then $p^2<p^2+p^4/4$, and taking roots gives $p<B(p)$.

Finally, at $q=p(v)$ with $|v|<1$ the slope $p'=-4s$ is nonzero, the inverse has derivative $1/p'$, and

$$\frac{d\varepsilon}{dq}=\frac{E'(v)}{p'(v)}=v .$$

The group velocity of the branch is the velocity of the soliton. The maximum and the inequalities pass to $\varepsilon$ by substituting $v=v(q)$, since $q=\pi$ corresponds to $v=0$ and $q=0$ to $v=1$.

## The Lean objects and their intervals

The functions `energy`, `momentum` and `bogoliubov` are $E$, $p$ and $B$ on the real numbers, with $(1-v^2)^{3/2}$ written as the cube `√(1 - v ^ 2) ^ 3`. The inverse `velocity` is `Function.invFunOn momentum (Icc (-1) 1)`, which assigns to $q$ a point of $[-1,1]$ with momentum $q$ whenever one exists; `dispersion` is `energy (velocity q)`. The interval names carry the physical ranges: `Icc` is closed, `Ioo` open, `Ico (-1 : ℝ) 1` is $[-1,1)$ and `Ioc 0 (2 * π)` is $(0,2\pi]$.

The theorem `soliton_branch` is the conjunction of the four items, with `StrictAntiOn` for strictly decreasing and `BijOn` for the bijection. In the second item, `HasDerivAt energy (v * deriv momentum v) v` says that $E$ is differentiable at $v$ with derivative $v\,p'(v)$. Since `deriv` returns zero where a function is not differentiable, the clause `deriv momentum v < 0` also contains the differentiability of $p$. The value $4/3$ is stated in `energy_max` and `dispersion_branch`, while `soliton_branch` compares with `energy 0`. The theorem `group_velocity` is stated at the point `momentum v` for $|v|<1$ and says nothing about the slope at $q=0$ or $q=2\pi$.

Not covered are finite rings, traps, quantum and thermal corrections, and the stability of the soliton. The inequality $\varepsilon<B$ compares two given curves; it does not say that the soliton is the lowest excitation at its momentum.

## The file

```lean
import Mathlib

open Real Set Filter Topology

namespace DarkSolitonBranch

noncomputable section

/-- Energy `(4/3) (1 - v²)^(3/2)` of a dark soliton of velocity `v` (sound speed one). -/
def energy (v : ℝ) : ℝ := 4 / 3 * √(1 - v ^ 2) ^ 3

/-- Momentum `2 arccos v - 2 v √(1 - v²)` of a dark soliton of velocity `v`. -/
def momentum (v : ℝ) : ℝ := 2 * arccos v - 2 * v * √(1 - v ^ 2)

/-- Bogoliubov dispersion `√(q² + q⁴/4)`. -/
def bogoliubov (q : ℝ) : ℝ := √(q ^ 2 + q ^ 4 / 4)

/-- Soliton velocity as a function of momentum: the inverse of `momentum` on `[-1, 1]`. -/
def velocity (q : ℝ) : ℝ := Function.invFunOn momentum (Icc (-1) 1) q

/-- Soliton energy as a function of momentum. -/
def dispersion (q : ℝ) : ℝ := energy (velocity q)

/-- For `|v| < 1` the amplitude `√(1 - v²)` is positive with derivative `-v / √(1 - v²)`. -/
theorem hasDerivAt_amplitude {v : ℝ} (hv : v ∈ Ioo (-1 : ℝ) 1) :
    0 < √(1 - v ^ 2) ∧ HasDerivAt (fun x : ℝ => √(1 - x ^ 2)) (-v / √(1 - v ^ 2)) v := by
  have hpos : 0 < 1 - v ^ 2 := by nlinarith [hv.1, hv.2]
  have h : HasDerivAt (fun x : ℝ => 1 - x ^ 2) (-(2 * v)) v :=
    ((hasDerivAt_pow 2 v).const_sub 1).congr_deriv (by norm_num)
  exact ⟨Real.sqrt_pos.2 hpos, (h.sqrt hpos.ne').congr_deriv (by ring)⟩

/-- For `|v| < 1` the momentum has derivative `p'(v) = -4 √(1 - v²)`. -/
theorem hasDerivAt_momentum {v : ℝ} (hv : v ∈ Ioo (-1 : ℝ) 1) :
    HasDerivAt momentum (-4 * √(1 - v ^ 2)) v := by
  obtain ⟨hs, hd⟩ := hasDerivAt_amplitude hv
  have hsq : √(1 - v ^ 2) ^ 2 = 1 - v ^ 2 := Real.sq_sqrt (by nlinarith [hv.1, hv.2])
  have hu : √(1 - v ^ 2) * (√(1 - v ^ 2))⁻¹ = 1 := mul_inv_cancel₀ hs.ne'
  have h := ((Real.hasDerivAt_arccos hv.1.ne' hv.2.ne).const_mul 2).fun_sub
    (((hasDerivAt_id' v).const_mul 2).fun_mul hd)
  refine HasDerivAt.congr_deriv h ?_
  linear_combination (2 * (√(1 - v ^ 2))⁻¹) * hsq + (-2 * √(1 - v ^ 2)) * hu

/-- For `|v| < 1` the energy has derivative `E'(v) = v · (-4 √(1 - v²))`. -/
theorem hasDerivAt_energy {v : ℝ} (hv : v ∈ Ioo (-1 : ℝ) 1) :
    HasDerivAt energy (v * (-4 * √(1 - v ^ 2))) v := by
  obtain ⟨hs, hd⟩ := hasDerivAt_amplitude hv
  have hu : √(1 - v ^ 2) * (√(1 - v ^ 2))⁻¹ = 1 := mul_inv_cancel₀ hs.ne'
  have h := (hd.fun_pow 3).const_mul (4 / 3 : ℝ)
  refine HasDerivAt.congr_deriv h ?_
  linear_combination (-4 * v * √(1 - v ^ 2)) * hu

/-- The momentum is strictly decreasing on `[-1, 1]` and maps it bijectively onto `[0, 2π]`. -/
theorem momentum_bijective :
    StrictAntiOn momentum (Icc (-1) 1) ∧ BijOn momentum (Icc (-1) 1) (Icc 0 (2 * π)) := by
  have hc : Continuous momentum := by
    have := Real.continuous_arccos
    show Continuous fun v : ℝ => 2 * arccos v - 2 * v * √(1 - v ^ 2)
    fun_prop
  have hanti : StrictAntiOn momentum (Icc (-1) 1) := by
    refine strictAntiOn_of_deriv_neg (convex_Icc _ _) hc.continuousOn fun x hx => ?_
    rw [interior_Icc] at hx
    rw [(hasDerivAt_momentum hx).deriv]
    linarith [(hasDerivAt_amplitude hx).1]
  -- end values of the branch
  have h1 : momentum 1 = 0 := by
    unfold momentum
    rw [arccos_one]
    norm_num
  have h2 : momentum (-1) = 2 * π := by
    unfold momentum
    rw [arccos_neg_one]
    norm_num
  have hle : (-1 : ℝ) ≤ 1 := by norm_num
  refine ⟨hanti, fun v hv => ?_, hanti.injOn, ?_⟩
  · rw [← h1, ← h2]
    exact ⟨hanti.antitoneOn hv (right_mem_Icc.2 hle) hv.2,
      hanti.antitoneOn (left_mem_Icc.2 hle) hv hv.1⟩
  · rw [← h1, ← h2]
    exact intermediate_value_Icc' hle hc.continuousOn

/-- The soliton at rest has momentum `π` and energy `4/3`, and every other velocity in
`[-1, 1]` has strictly smaller energy. -/
theorem energy_max :
    momentum 0 = π ∧ energy 0 = 4 / 3 ∧ ∀ v ∈ Icc (-1 : ℝ) 1, v ≠ 0 → energy v < 4 / 3 := by
  refine ⟨?_, ?_, fun v hv h0 => ?_⟩
  · unfold momentum
    rw [arccos_zero]
    ring
  · simp [energy]
  · have hsq : √(1 - v ^ 2) ^ 2 = 1 - v ^ 2 := Real.sq_sqrt (by nlinarith [hv.1, hv.2])
    have hs := Real.sqrt_nonneg (1 - v ^ 2)
    have hv2 : 0 < v ^ 2 := by positivity
    have hlt : √(1 - v ^ 2) < 1 := by nlinarith
    have h3 : √(1 - v ^ 2) ^ 3 < 1 := pow_lt_one₀ hs hlt (by norm_num)
    unfold energy
    linarith

/-- For `-1 ≤ v < 1` the soliton energy lies below the sound line, which lies below the
Bogoliubov energy at the same momentum. -/
theorem below_bogoliubov {v : ℝ} (hv : v ∈ Ico (-1 : ℝ) 1) :
    energy v < momentum v ∧ momentum v < bogoliubov (momentum v) := by
  have hc : Continuous fun x => momentum x - energy x := by
    have := Real.continuous_arccos
    show Continuous fun v : ℝ =>
      2 * arccos v - 2 * v * √(1 - v ^ 2) - 4 / 3 * √(1 - v ^ 2) ^ 3
    fun_prop
  -- (p - E)' = -4 (1 - v) √(1 - v²) < 0
  have hanti : StrictAntiOn (fun x => momentum x - energy x) (Icc (-1) 1) := by
    refine strictAntiOn_of_deriv_neg (convex_Icc _ _) hc.continuousOn fun x hx => ?_
    rw [interior_Icc] at hx
    rw [((hasDerivAt_momentum hx).fun_sub (hasDerivAt_energy hx)).deriv]
    nlinarith [mul_pos (hasDerivAt_amplitude hx).1 (sub_pos.2 hx.2)]
  have h1 : momentum 1 - energy 1 = 0 := by simp [momentum, energy]
  have h : momentum 1 - energy 1 < momentum v - energy v :=
    hanti ⟨hv.1, hv.2.le⟩ (right_mem_Icc.2 (by norm_num)) hv.2
  have hE : 0 ≤ energy v := by
    unfold energy
    positivity
  have hp : 0 < momentum v := by linarith
  refine ⟨by linarith, (Real.lt_sqrt hp.le).2 ?_⟩
  have : 0 < momentum v ^ 4 / 4 := by positivity
  linarith

/-- Soliton branch: `p` is a strictly decreasing bijection of `[-1, 1]` onto `[0, 2π]`,
`E' = v p'` with `p' < 0` inside, `E` is strictly maximal at `v = 0` where `p = π`, and
`E < p < √(p² + p⁴/4)` for `v < 1`. -/
theorem soliton_branch :
    StrictAntiOn momentum (Icc (-1) 1) ∧ BijOn momentum (Icc (-1) 1) (Icc 0 (2 * π)) ∧
    (∀ v ∈ Ioo (-1 : ℝ) 1, deriv momentum v < 0 ∧
      HasDerivAt energy (v * deriv momentum v) v) ∧
    (momentum 0 = π ∧ ∀ v ∈ Icc (-1 : ℝ) 1, v ≠ 0 → energy v < energy 0) ∧
    ∀ v ∈ Ico (-1 : ℝ) 1, energy v < momentum v ∧ momentum v < bogoliubov (momentum v) := by
  refine ⟨momentum_bijective.1, momentum_bijective.2, fun v hv => ?_,
    ⟨energy_max.1, ?_⟩, fun v hv => below_bogoliubov hv⟩
  · rw [(hasDerivAt_momentum hv).deriv]
    exact ⟨by linarith [(hasDerivAt_amplitude hv).1], hasDerivAt_energy hv⟩
  · rw [energy_max.2.1]
    exact energy_max.2.2

/-- For `|v| < 1` the slope of the soliton dispersion at momentum `p(v)` is the velocity `v`. -/
theorem group_velocity {v : ℝ} (hv : v ∈ Ioo (-1 : ℝ) 1) :
    HasDerivAt dispersion v (momentum v) := by
  have hs := (hasDerivAt_amplitude hv).1
  have hne : -4 * √(1 - v ^ 2) ≠ 0 := mul_ne_zero (by norm_num) hs.ne'
  have hn : Ioo (-1 : ℝ) 1 ∈ 𝓝 v := Ioo_mem_nhds hv.1 hv.2
  have hinv : ∀ x ∈ Ioo (-1 : ℝ) 1, velocity (momentum x) = x := fun x hx =>
    momentum_bijective.2.injOn.leftInvOn_invFunOn (Ioo_subset_Icc_self hx)
  have hcont : Continuous fun x : ℝ => -4 * √(1 - x ^ 2) := by fun_prop
  have hstrict : HasStrictDerivAt momentum (-4 * √(1 - v ^ 2)) v :=
    hasStrictDerivAt_of_hasDerivAt_of_continuousAt (f' := fun x : ℝ => -4 * √(1 - x ^ 2))
      (mem_of_superset hn fun x hx => hasDerivAt_momentum hx) hcont.continuousAt
  -- inverse function theorem, then the chain rule
  have hvel : HasDerivAt velocity (-4 * √(1 - v ^ 2))⁻¹ (momentum v) :=
    (hstrict.to_local_left_inverse hne (mem_of_superset hn fun x hx => hinv x hx)).hasDerivAt
  have hE : HasDerivAt energy (v * (-4 * √(1 - v ^ 2))) (velocity (momentum v)) := by
    rw [hinv v hv]
    exact hasDerivAt_energy hv
  refine HasDerivAt.congr_deriv (hE.comp (momentum v) hvel) ?_
  rw [mul_assoc, mul_inv_cancel₀ hne, mul_one]

/-- As a function of momentum, the soliton energy has its strict maximum `4/3` on `[0, 2π]` at
`q = π`, and on `(0, 2π]` it lies below `q`, which lies below the Bogoliubov energy. -/
theorem dispersion_branch :
    dispersion π = 4 / 3 ∧ (∀ q ∈ Icc 0 (2 * π), q ≠ π → dispersion q < dispersion π) ∧
    ∀ q ∈ Ioc 0 (2 * π), dispersion q < q ∧ q < bogoliubov q := by
  have hq : ∀ q ∈ Icc 0 (2 * π), velocity q ∈ Icc (-1 : ℝ) 1 ∧ momentum (velocity q) = q :=
    fun q hq => Function.invFunOn_pos (momentum_bijective.2.surjOn hq)
  have h0 : velocity (momentum 0) = 0 :=
    momentum_bijective.2.injOn.leftInvOn_invFunOn (by constructor <;> norm_num)
  rw [energy_max.1] at h0
  have hpi : dispersion π = 4 / 3 := by rw [dispersion, h0, energy_max.2.1]
  refine ⟨hpi, fun q h hne => ?_, fun q h => ?_⟩
  · obtain ⟨hm, he⟩ := hq q h
    rw [hpi]
    refine energy_max.2.2 _ hm fun hz => hne ?_
    rw [← he, hz, energy_max.1]
  · obtain ⟨hm, he⟩ := hq q ⟨h.1.le, h.2⟩
    have h1 : momentum 1 = 0 := by simp [momentum]
    have hne : velocity q ≠ 1 := fun hz => by
      rw [hz, h1] at he
      exact h.1.ne he
    have hb := below_bogoliubov (v := velocity q) ⟨hm.1, lt_of_le_of_ne hm.2 hne⟩
    rw [he] at hb
    exact hb

end

end DarkSolitonBranch
```

```lean
#print axioms DarkSolitonBranch.below_bogoliubov
#print axioms DarkSolitonBranch.soliton_branch
#print axioms DarkSolitonBranch.group_velocity
#print axioms DarkSolitonBranch.dispersion_branch
```

```
'DarkSolitonBranch.below_bogoliubov' depends on axioms: [propext, Classical.choice, Quot.sound]
'DarkSolitonBranch.soliton_branch' depends on axioms: [propext, Classical.choice, Quot.sound]
'DarkSolitonBranch.group_velocity' depends on axioms: [propext, Classical.choice, Quot.sound]
'DarkSolitonBranch.dispersion_branch' depends on axioms: [propext, Classical.choice, Quot.sound]
```

## From the amplitude to the bijection

`hasDerivAt_amplitude` gives $s>0$ and $s'=-v/s$ from the derivative $-2v$ of $1-v^2$ and the rule for the square root. `hasDerivAt_momentum` assembles the derivative of `arccos` and the product rule into $-2/s-2s+2v^2/s$. The simplification to $-4s$ is one `linear_combination` of `hsq`, which is $s^2=1-v^2$, and `hu`, which is $s\cdot s^{-1}=1$; these are the two substitutions made in the displayed line for $p'$. `hasDerivAt_energy` needs only `hu`, and it leaves the result in the factored form `v * (-4 * √(1 - v ^ 2))`, so that $E'=v\,p'$ can be read off.

In `momentum_bijective`, `strictAntiOn_of_deriv_neg` is the mean value argument: it takes continuity on the closed interval and a negative derivative on the interior only, which fits a function whose slope formula was derived for $|v|<1$. After the end values `h1` and `h2`, the bijection splits into three parts. Monotonicity gives the range, strict monotonicity gives injectivity through `hanti.injOn`, and `intermediate_value_Icc'`, the version for a function that is larger at the left end, gives surjectivity.

## The maximum, the sound line and the slope

`energy_max` follows the chain $v^2>0$, $s<1$, $s^3<1$. `below_bogoliubov` applies the same monotonicity lemma to $p-E$, with the product $s(1-v)>0$ handed to `nlinarith` as the sign of the derivative, and compares $v$ with the end point $1$. The last inequality uses `Real.lt_sqrt`, which for $p\ge0$ turns $p<\sqrt{y}$, with $y=p^2+p^4/4$, into $p^2<y$. `soliton_branch` collects these results.

`group_velocity` asks for slightly more than the quotient $E'/p'$ suggests. The rule `to_local_left_inverse` for the derivative of an inverse needs a strict derivative of $p$ at $v$, which `hstrict` obtains from the continuity of $-4s$. It also needs `velocity` to undo `momentum` on a neighbourhood of $v$, which `hinv` obtains from injectivity. The chain rule `hE.comp` then gives $v\cdot(-4s)\cdot(-4s)^{-1}=v$. In `dispersion_branch`, `hq` says that $v(q)\in[-1,1]$ and $p(v(q))=q$ for $q\in[0,2\pi]$. The conditions $q\ne\pi$ and $q>0$ are translated into $v(q)\ne0$ and $v(q)\ne1$, and the two earlier lemmas apply.

## The end point $v=1$

The restriction $v<1$ in the fourth item is needed. At $v=1$ substitution gives $s=0$ and $E=p=B(p)=0$, so both strict inequalities fail: the soliton has zero depth and all three curves meet at the origin. The other end is included, because at $v=-1$ one has $E=0$ and $p=2\pi$. The open interval in the second item matters in the same way: $-4s$ tends to zero at $v=\pm1$, so $p'<0$ would fail there although $p$ stays strictly decreasing.

## Tabulating $\varepsilon(q)$

To plot the curve no inversion is needed. With the angle $\theta=\arccos v\in[0,\pi]$,

$$p=2\theta-\sin2\theta,\qquad E=\tfrac43\sin^3\theta,$$

and a grid in $\theta$ traces it out. For $\varepsilon$ at a prescribed $q\in[0,2\pi]$ one solves $p(v)=q$. Bisection on $[-1,1]$ finds the unique root because $p$ is continuous and strictly decreasing. A Newton step in $v$ divides by $-4s$, so from a starting point close to $v=\pm1$ it can leave $[-1,1]$; started at $v=0$, the iterates move monotonically towards the root. At $v=1/2$ the numbers are $E=\sqrt3/2\approx0.866$, $p=2\pi/3-\sqrt3/2\approx1.228$ and $B(p)\approx1.442$. In a Gross–Pitaevskii simulation on a long periodic box, the ratio $\Delta E/\Delta p$ of the energy and total-momentum differences between two separate runs, each with a single soliton, with slightly different velocities and counterflows and the same total particle number, can be compared with the tracked velocity of the notch, up to finite-size corrections (at equal background density the particle numbers differ, and $H-\mu N$ is the energy to use); the total momentum on such a box already contains the counterflow.
